# Symmetric splitting of exp(A + B) is exact for nilpotent A and B whose commutator commutes with both

## Is the correct amplitude on a three-level ladder an accident?

Take three levels and two excitations, \(A=|1\rangle\langle 0|\) and \(B=|2\rangle\langle 1|\). The amplitude from level 0 to level 2 is \(1/2\) in \(e^{A+B}\), but it is \(0\) in \(e^Ae^B\). If I put half of \(A\) on each side, I get

\[
e^{A/2}e^Be^{A/2}=(1+\tfrac12A)(1+B)(1+\tfrac12A)=1+A+B+\tfrac12BA ,
\]

because \(A^2=AB=0\). That is all of \(e^{A+B}\), not only the one amplitude. I expected a symmetric splitting to leave a third-order error. Is this luck with a tiny matrix, or is there a condition behind it? Is it enough that all the operators are nilpotent?

## The shifts linear in t cancel

It is not luck. Let \(A\) and \(B\) be nilpotent, and let \(K=AB-BA\) commute with both. Then \(A+B\) is nilpotent too, and \(e^{A/2}e^Be^{A/2}=e^{A+B}\). Nilpotency alone is not enough, as a four-level ladder shows below.

**Moving B through an exponential.** For a parameter \(t\), the finite sum \(e^{tA}=\sum_k t^kA^k/k!\) satisfies \(\frac{d}{dt}e^{tA}=Ae^{tA}\). Since \(K\) commutes with \(A\), induction gives

\[
A^{n+1}B=BA^{n+1}+(n+1)KA^n .
\]

The case \(n=0\) is the definition of \(K\). For the next case, multiply by \(A\) from the left:

\[
A^{n+2}B=(BA+K)A^{n+1}+(n+1)KA^{n+1}=BA^{n+2}+(n+2)KA^{n+1}.
\]

Multiplying the formula by \(t^{n+1}/(n+1)!\), summing over \(n\), and adding the constant term \(B\) gives \(e^{tA}B=(B+tK)e^{tA}\).

**Differentiating the product.** Put \(a=A/2\), \(L=aB-Ba=K/2\) and \(F(t)=e^{ta}e^{tB}e^{ta}\). Then

\[
F'=aF+e^{ta}Be^{tB}e^{ta}+e^{ta}e^{tB}ae^{ta}.
\]

The second term is \((B+tL)F\). In the third, \(e^{tB}a=(a-tL)e^{tB}\), and \(a\) and \(L\) commute with \(e^{ta}\), so the term is \((a-tL)F\). The shifts cancel, leaving \(F'=(2a+B)F=(A+B)F\).

**Reading off the coefficients.** Write \(F=\sum_n t^nF_n\) and \(D=A+B\). Then \(F_0=1\) and \((n+1)F_{n+1}=DF_n\), so \(F_n=D^n/n!\). But \(F\) is a polynomial. If its degree is \(N\), then \(F_{N+1}=0\), hence \(D^{N+1}=0\). Setting \(t=1\) gives the identity.

**Where nilpotency is too little.** On four levels take \(A=|1\rangle\langle0|+|3\rangle\langle2|\) and \(B=|2\rangle\langle1|\). Now \(A\), \(B\), \(A+B\) and \(K\) are all nilpotent, but the amplitude from 0 to 3 comes from \(ABA\), with weight \(1/4\) in the symmetric product and \(1/6\) in \(e^{A+B}\). Multiplying out, a small calculation left to the reader and not part of the checked statement, shows that \(K\) commutes with \(B\) here but not with \(A\).

**What this means for excitation operators.** The identity applies to two non-commuting excitations, for example when one starts from the level that the other fills, provided they are nilpotent and meet the commutator condition. In standard single-reference coupled cluster the excitations commute, and the splitting is immediate. Unitary real-time propagation with a Hermitian Hamiltonian is not covered by this theorem: its generators are anti-Hermitian, and a nonzero anti-Hermitian matrix is never nilpotent.

**The statement in Lean.** In `symmetric_splitting_exact`, `R` is any ring that is an algebra over the rationals, which supply the factors \(1/n!\) and \(1/2\). Complex matrices are one example. The hypotheses `hA` and `hB` say that \(A\) and \(B\) are nilpotent; `h1` and `h2` say that \(AB-BA\) commutes with each. The conclusion has two parts: `A + B` is nilpotent, and the splitting holds. The first part gives the second its meaning, because `IsNilpotent.exp` is a finite sum that represents the exponential only for a nilpotent argument.

The step left to the user is to represent the physical excitation operators in such an algebra, for instance as matrices in a finite basis. When these are nilpotent, the usual exponential series terminates and agrees with the finite sum.

The other two final theorems concern the ladders. Levels are numbered from 0, and entry \((i,j)\) is the amplitude from level \(j\) to level \(i\). `symmetric_splitting_witness` shows that the commutator condition can be met with a nonzero commutator, and that the one-sided product then fails. `symmetric_splitting_fails` is the four-level example.

Some letters differ from physics usage: `X` is the parameter \(t\), not a position, and `C A` is \(A\) regarded as a constant polynomial.

```lean
import Mathlib

open Polynomial

namespace SymmetricSplitting

variable {R : Type*} [Ring R] [Algebra ℚ R]

/-- The path `t ↦ exp (t A)` of a nilpotent `A`, as a polynomial in the central variable `t`. -/
noncomputable def expPath (A : R) : R[X] :=
  ∑ k ∈ Finset.range (nilpotencyClass A), monomial k ((k.factorial : ℚ)⁻¹ • A ^ k)

/-- For nilpotent `A`, the coefficient of `t ^ n` in `exp (t A)` is `A ^ n / n!`. -/
theorem coeff_expPath {A : R} (hA : IsNilpotent A) (n : ℕ) :
    (expPath A).coeff n = (n.factorial : ℚ)⁻¹ • A ^ n := by
  rw [expPath, finsetSum_coeff]
  simp only [coeff_monomial, Finset.sum_ite_eq', Finset.mem_range]
  split_ifs with h
  · rfl
  · rw [pow_eq_zero_of_le (not_lt.mp h) (pow_nilpotencyClass hA), smul_zero]

/-- The factorial weights obey `(n + 1) / (n + 1)! = 1 / n!`. -/
theorem inv_factorial_step (n : ℕ) (x : R) :
    ((n : ℚ) + 1) • (((n + 1).factorial : ℚ)⁻¹ • x) = (n.factorial : ℚ)⁻¹ • x := by
  have h : (n : ℚ) + 1 ≠ 0 := by positivity
  rw [smul_smul, Nat.factorial_succ]
  push_cast
  rw [mul_inv, mul_inv_cancel_left₀ h]

/-- Differentiating in `t` multiplies the coefficient of `t ^ (n + 1)` by `n + 1`. -/
theorem coeff_derivative_smul (P : R[X]) (n : ℕ) :
    (derivative P).coeff n = ((n : ℚ) + 1) • P.coeff (n + 1) := by
  rw [coeff_derivative, add_smul, one_smul, mul_add, mul_one, Nat.cast_smul_eq_nsmul ℚ,
    nsmul_eq_mul, (Nat.cast_commute n _).eq]

/-- For nilpotent `A`, the path `exp (t A)` solves `d/dt exp (t A) = A exp (t A)`. -/
theorem derivative_expPath {A : R} (hA : IsNilpotent A) :
    derivative (expPath A) = C A * expPath A := by
  ext n
  rw [coeff_derivative_smul, coeff_C_mul, coeff_expPath hA, coeff_expPath hA,
    inv_factorial_step, pow_succ', mul_smul_comm]

/-- If `A` is nilpotent and `K = A B - B A` commutes with `A`, then moving `B` through
`exp (t A)` shifts it by `t K`. -/
theorem expPath_mul_C {A B K : R} (hA : IsNilpotent A) (h : A * B - B * A = K)
    (hK : Commute K A) : expPath A * C B = (C B + X * C K) * expPath A := by
  have hAB : A * B = B * A + K := by rw [← h]; abel
  -- the same shift for each power of `A`
  have hpow : ∀ n : ℕ, A ^ (n + 1) * B = B * A ^ (n + 1) + ((n : ℚ) + 1) • (K * A ^ n) := by
    intro n
    induction n with
    | zero => simpa using hAB
    | succ n ih =>
      calc A ^ (n + 1 + 1) * B = A * (A ^ (n + 1) * B) := by rw [pow_succ' A (n + 1), mul_assoc]
        _ = (A * B) * A ^ (n + 1) + ((n : ℚ) + 1) • ((A * K) * A ^ n) := by
          rw [ih, mul_add, mul_smul_comm]
          simp only [mul_assoc]
        _ = B * A ^ (n + 1 + 1) + (((n + 1 : ℕ) : ℚ) + 1) • (K * A ^ (n + 1)) := by
          rw [hAB, ← hK.eq, add_mul, mul_assoc B, mul_assoc K A, ← pow_succ' A (n + 1),
            ← pow_succ' A n]
          push_cast
          module
  ext n
  rw [coeff_mul_C, add_mul, coeff_add, coeff_C_mul, mul_assoc]
  cases n with
  | zero => rw [coeff_X_mul_zero]; simp [coeff_expPath hA]
  | succ n =>
    rw [coeff_X_mul, coeff_C_mul, coeff_expPath hA, coeff_expPath hA, smul_mul_assoc, hpow,
      smul_add, smul_comm, inv_factorial_step, mul_smul_comm, mul_smul_comm]

/-- A polynomial path with `P' = D P` that starts at `1` has the coefficients `D ^ n / n!`. -/
theorem coeff_of_flow {P : R[X]} {D : R} (h : derivative P = C D * P) (h0 : P.coeff 0 = 1)
    (n : ℕ) : P.coeff n = (n.factorial : ℚ)⁻¹ • D ^ n := by
  induction n with
  | zero => simp [h0]
  | succ n ih =>
    have hn : (n : ℚ) + 1 ≠ 0 := by positivity
    have key : ((n : ℚ) + 1) • P.coeff (n + 1)
        = ((n : ℚ) + 1) • (((n + 1).factorial : ℚ)⁻¹ • D ^ (n + 1)) := by
      rw [← coeff_derivative_smul, h, coeff_C_mul, ih, inv_factorial_step, pow_succ',
        mul_smul_comm]
    have := congrArg (fun x => ((n : ℚ) + 1)⁻¹ • x) key
    simpa only [inv_smul_smul₀ hn] using this

/-- For nilpotent `a`, `B` whose commutator commutes with both, the symmetric product
`F = exp (t a) exp (t B) exp (t a)` solves `F' = (a + B + a) F`. -/
theorem derivative_symmetric {a B : R} (ha : IsNilpotent a) (hB : IsNilpotent B)
    (h1 : Commute (a * B - B * a) a) (h2 : Commute (a * B - B * a) B) :
    derivative (expPath a * expPath B * expPath a)
      = C (a + B + a) * (expPath a * expPath B * expPath a) := by
  obtain ⟨L, hL⟩ : ∃ L, a * B - B * a = L := ⟨_, rfl⟩
  rw [hL] at h1 h2
  have r1 := expPath_mul_C ha hL h1
  have r2 := expPath_mul_C (K := -L) hB (by rw [← hL, neg_sub]) h2.neg_left
  have r3 := expPath_mul_C (B := a) (K := 0) ha (sub_self _) (Commute.zero_left a)
  have r4 := expPath_mul_C (B := L) (K := 0) ha (sub_eq_zero.2 h1.eq.symm) (Commute.zero_left a)
  have r5 : expPath a * X = X * expPath a := X_mul.symm
  rw [C_0, mul_zero, add_zero] at r3 r4
  rw [C_neg] at r2
  rw [derivative_mul, derivative_mul, derivative_expPath ha, derivative_expPath hB, C_add, C_add]
  -- the shifts `t L` and `-t L` cancel
  linear_combination (norm := noncomm_ring) r1 * (expPath B * expPath a)
    + expPath a * r2 * expPath a + r3 * (expPath B * expPath a)
    - r5 * (C L * expPath B * expPath a) - X * r4 * (expPath B * expPath a)

/-- If `A` and `B` are nilpotent and `A B - B A` commutes with both, then `A + B` is nilpotent
and `exp (A/2) exp B exp (A/2) = exp (A + B)`, all exponentials being finite sums. -/
theorem symmetric_splitting_exact {A B : R} (hA : IsNilpotent A) (hB : IsNilpotent B)
    (h1 : Commute (A * B - B * A) A) (h2 : Commute (A * B - B * A) B) :
    IsNilpotent (A + B) ∧
      IsNilpotent.exp ((1 / 2 : ℚ) • A) * IsNilpotent.exp B * IsNilpotent.exp ((1 / 2 : ℚ) • A)
        = IsNilpotent.exp (A + B) := by
  have ha : IsNilpotent ((1 / 2 : ℚ) • A) := by
    obtain ⟨n, hn⟩ := hA
    exact ⟨n, by rw [_root_.smul_pow, hn, smul_zero]⟩
  have hK : (1 / 2 : ℚ) • A * B - B * (1 / 2 : ℚ) • A = (1 / 2 : ℚ) • (A * B - B * A) := by
    rw [smul_mul_assoc, mul_smul_comm, smul_sub]
  have hF := derivative_symmetric ha hB
    (by rw [hK]; exact (h1.smul_left _).smul_right _) (by rw [hK]; exact h2.smul_left _)
  have hD : (1 / 2 : ℚ) • A + B + (1 / 2 : ℚ) • A = A + B := by module
  rw [hD] at hF
  have hc := coeff_of_flow hF (by
    rw [mul_coeff_zero, mul_coeff_zero, coeff_expPath ha, coeff_expPath hB]
    simp)
  -- setting `t = 1` is multiplicative because `1` is central
  let ev : R[X] →+* R := eval₂RingHom' (RingHom.id R) 1 (fun r => Commute.one_right r)
  -- a polynomial with exponential coefficients terminates, and its value at `t = 1` is `exp D`
  have hval : ∀ (Q : R[X]) (D : R), (∀ n, Q.coeff n = (n.factorial : ℚ)⁻¹ • D ^ n) →
      IsNilpotent D ∧ ev Q = IsNilpotent.exp D := by
    intro Q D hQ
    have hne : ((Q.natDegree + 1).factorial : ℚ) ≠ 0 := by
      exact_mod_cast Nat.factorial_ne_zero _
    have hz : D ^ (Q.natDegree + 1) = 0 := by
      have h := hQ (Q.natDegree + 1)
      rw [coeff_eq_zero_of_natDegree_lt (Nat.lt_succ_self _)] at h
      rw [← smul_inv_smul₀ hne (D ^ (Q.natDegree + 1)), ← h, smul_zero]
    refine ⟨⟨_, hz⟩, ?_⟩
    change eval₂ (RingHom.id R) 1 Q = _
    rw [eval₂_eq_sum_range, IsNilpotent.exp_eq_sum hz]
    exact Finset.sum_congr rfl fun i _ => by rw [one_pow, mul_one, RingHom.id_apply, hQ]
  refine ⟨(hval _ _ hc).1, ?_⟩
  rw [← (hval _ _ (coeff_expPath ha)).2, ← (hval _ _ (coeff_expPath hB)).2,
    ← (hval _ _ hc).2, map_mul, map_mul]

/-- On a three-level ladder, the excitations `A = |1⟩⟨0|` and `B = |2⟩⟨1|` are nilpotent with a
nonzero commutator that commutes with both, and `exp A exp B` differs from `exp (A + B)`. -/
theorem symmetric_splitting_witness (A B : Matrix (Fin 3) (Fin 3) ℚ)
    (hA : A = !![0, 0, 0; 1, 0, 0; 0, 0, 0]) (hB : B = !![0, 0, 0; 0, 0, 0; 0, 1, 0]) :
    A ^ 2 = 0 ∧ B ^ 2 = 0 ∧ A * B - B * A ≠ 0 ∧
      Commute (A * B - B * A) A ∧ Commute (A * B - B * A) B ∧
      IsNilpotent.exp A * IsNilpotent.exp B ≠ IsNilpotent.exp (A + B) := by
  have a2 : A ^ 2 = 0 := by
    subst hA
    ext i j
    fin_cases i <;> fin_cases j <;> simp [pow_two, Matrix.mul_apply, Fin.sum_univ_succ]
  have b2 : B ^ 2 = 0 := by
    subst hB
    ext i j
    fin_cases i <;> fin_cases j <;> simp [pow_two, Matrix.mul_apply, Fin.sum_univ_succ]
  have s3 : (A + B) ^ 3 = 0 := by
    subst hA hB
    ext i j
    fin_cases i <;> fin_cases j <;> simp [pow_succ, Matrix.mul_apply, Fin.sum_univ_succ]
  subst hA hB
  refine ⟨a2, b2, ?_, ?_, ?_, ?_⟩
  · intro h
    have := congrFun (congrFun h 2) 0
    simp at this
  · rw [commute_iff_eq]
    ext i j
    fin_cases i <;> fin_cases j <;> simp [Matrix.mul_apply, Fin.sum_univ_succ]
  · rw [commute_iff_eq]
    ext i j
    fin_cases i <;> fin_cases j <;> simp [Matrix.mul_apply, Fin.sum_univ_succ]
  · rw [IsNilpotent.exp_eq_sum a2, IsNilpotent.exp_eq_sum b2, IsNilpotent.exp_eq_sum s3]
    -- the amplitude from level 0 to level 2 is `0` on the left and `1/2` on the right
    intro h
    have := congrFun (congrFun h 2) 0
    simp [Finset.sum_range_succ, Nat.factorial, pow_succ, Matrix.mul_apply,
      Fin.sum_univ_succ, Matrix.one_apply] at this

/-- On a four-level ladder with `A = |1⟩⟨0| + |3⟩⟨2|` and `B = |2⟩⟨1|`, the matrices `A`, `B`,
`A + B` and `A B - B A` are all nilpotent, yet the symmetric splitting is not exact. -/
theorem symmetric_splitting_fails (A B : Matrix (Fin 4) (Fin 4) ℚ)
    (hA : A = !![0, 0, 0, 0; 1, 0, 0, 0; 0, 0, 0, 0; 0, 0, 1, 0])
    (hB : B = !![0, 0, 0, 0; 0, 0, 0, 0; 0, 1, 0, 0; 0, 0, 0, 0]) :
    A ^ 2 = 0 ∧ B ^ 2 = 0 ∧ (A + B) ^ 4 = 0 ∧ (A * B - B * A) ^ 2 = 0 ∧
      IsNilpotent.exp ((1 / 2 : ℚ) • A) * IsNilpotent.exp B * IsNilpotent.exp ((1 / 2 : ℚ) • A)
        ≠ IsNilpotent.exp (A + B) := by
  have a2 : A ^ 2 = 0 := by
    subst hA
    ext i j
    fin_cases i <;> fin_cases j <;> simp [pow_two, Matrix.mul_apply, Fin.sum_univ_succ]
  have b2 : B ^ 2 = 0 := by
    subst hB
    ext i j
    fin_cases i <;> fin_cases j <;> simp [pow_two, Matrix.mul_apply, Fin.sum_univ_succ]
  have s4 : (A + B) ^ 4 = 0 := by
    subst hA hB
    ext i j
    fin_cases i <;> fin_cases j <;> simp [pow_succ, Matrix.mul_apply, Fin.sum_univ_succ]
  have k2 : (A * B - B * A) ^ 2 = 0 := by
    subst hA hB
    ext i j
    fin_cases i <;> fin_cases j <;> simp [pow_two, Matrix.mul_apply, Fin.sum_univ_succ]
  refine ⟨a2, b2, s4, k2, ?_⟩
  have h2 : ((1 / 2 : ℚ) • A) ^ 2 = 0 := by rw [_root_.smul_pow, a2, smul_zero]
  rw [IsNilpotent.exp_eq_sum h2, IsNilpotent.exp_eq_sum b2, IsNilpotent.exp_eq_sum s4]
  -- the amplitude from level 0 to level 3 is `1/4` on the left and `1/6` on the right
  intro h
  have := congrFun (congrFun h 3) 0
  subst hA hB
  simp [Finset.sum_range_succ, Nat.factorial, pow_succ, Matrix.mul_apply,
    Fin.sum_univ_succ, Matrix.one_apply] at this
  norm_num at this

end SymmetricSplitting
```

```lean
#print axioms SymmetricSplitting.symmetric_splitting_exact
#print axioms SymmetricSplitting.symmetric_splitting_fails
```

```
'SymmetricSplitting.symmetric_splitting_exact' depends on axioms: [propext, Classical.choice, Quot.sound]
'SymmetricSplitting.symmetric_splitting_fails' depends on axioms: [propext, Classical.choice, Quot.sound]
```

**The proof, lemma by lemma.** `expPath` is \(e^{tA}\) as a polynomial in a central variable, so differentiation is algebraic and needs no limits. `coeff_expPath` gives its coefficients for every \(n\), since the powers beyond the cutoff vanish. `coeff_derivative_smul` and `inv_factorial_step` handle the factors \(n+1\), and `derivative_expPath` combines them into the differential equation.

`expPath_mul_C` is the shift rule, with the induction on powers in `hpow`. In `derivative_symmetric`, `r1` moves \(B\) through \(e^{ta}\), and `r2` moves \(a\) through \(e^{tB}\) with the opposite sign. `r3` and `r4` let \(a\) and \(L\) pass \(e^{ta}\), while `r5` does the same for \(t\). The `linear_combination` step adds these relations with the right factors on each side, and the shifts cancel.

`coeff_of_flow` solves the recursion for \(F_n\). In the main theorem, `ev` sets \(t=1\), and `hval` shows that a polynomial with coefficients \(D^n/n!\) forces \(D\) to be nilpotent and takes the value \(e^D\) there. Applying it to the three factors and to \(F\) finishes the proof. The ladder theorems compute matrix entries; their final inequalities compare the amplitudes from 0 to 2 and from 0 to 3.
